# Eliminating a pair with nonzero contraction from a fermionic Wick sum

In a Slater determinant or a BCS state, the expectation value of a product of 20 fermionic creation and annihilation operators, expanded pairing by pairing and with vanishing terms counted, has 19·17·15···3·1 = 654 729 075 terms, and two more operators multiply that number by 21. The recursive formula that defines the sum is therefore useless as an algorithm beyond short products. An elimination step avoids the growth. If the contraction of the first two operators, called the pivot, is nonzero, the step removes both at once and leaves one sum of the same kind, with a corrected table of contractions. If every pivot met on the way is nonzero, repeating the step takes a number of arithmetic operations that grows as the cube of the number of operators.

## The sum and its reduction

Take a product of operators, each linear in fermionic creation and annihilation operators, in a Slater determinant or a BCS state. Let c(u,v) be the contraction of u with v, that is, the expectation value ⟨uv⟩. Write [] for the empty list and x::L for the list L with x put in front. The Wick sum W_c is defined by W_c([]) = 1 and

W_c(x::L) = Σ_j (−1)^j c(x,L_j) W_c(L without position j),

where j counts from 0. For an antisymmetric table this is the expansion of a Pfaffian along its first row.

The claim is that, if c(x,y) ≠ 0,

W_c(x::y::L) = c(x,y) W_d(L),

d(u,v) = c(u,v) − (c(x,u)c(y,v) − c(x,v)c(y,u))/c(x,y).

The condition says that the first two operators have a nonvanishing pair expectation value. It fails, for example, for two annihilation operators in a state of fixed particle number. Antisymmetry of c is not required, since c(u,v) is used only with u ahead of v in the product.

For L = [u,v] the right-hand side is

c(x,y)c(u,v) − c(x,u)c(y,v) + c(x,v)c(y,u),

which are the three pairings of four operators with their usual signs.

## Derivation with anticommuting contractions

For a weight a(v) and a function f of lists, define

(C_a f)(L) = Σ_j (−1)^j a(L_j) f(L without position j).

Write c_u(v) = c(u,v) and (S_u f)(M) = f(u::M). The definition of the Wick sum becomes W_c(u::L) = (C_{c_u} W_c)(L), or S_u W_c = C_{c_u} W_c.

**First entry.** Separating j = 0 from the other terms, whose positions are shifted by one, gives

(C_a f)(u::L) = a(u) f(L) − (C_a S_u f)(L).

Applying this twice gives

(C_a C_b f)(u::L) = a(u)(C_b f)(L) − b(u)(C_a f)(L) + (C_a C_b S_u f)(L).

**Anticommutation.** On the empty list both C_a C_b f and C_b C_a f vanish. On u::L, exchanging a and b reverses the sign of the first two terms above, and the third reverses by induction on the list. Hence C_a C_b = −C_b C_a. For a = b the first two terms cancel and the third vanishes by induction, so C_a C_a = 0 without a division by 2.

**Changing the table.** Let

c'(u,v) = c(u,v) − t(a(u)b(v) − a(v)b(u)).

Then, for every list L,

W_{c'}(L) = W_c(L) − t (C_a C_b W_c)(L).

The proof is by induction on length. For the empty list it reads 1 = 1. For u::L, the weight c'_u acts as

C_{c'_u} = C_{c_u} − t(a(u)C_b − b(u)C_a).

Inserting the induction hypothesis for the shorter lists, with all terms on the right evaluated at L, gives

W_{c'}(u::L) = C_{c_u}W_c − t[a(u)C_b W_c − b(u)C_a W_c + C_{c_u}C_a C_b W_c] + t²[a(u)C_b C_a C_b W_c − b(u)C_a C_a C_b W_c].

The t² bracket is zero, because C_b C_a C_b = −C_b C_b C_a = 0 and C_a C_a = 0. In the other bracket, C_{c_u} moves past two contractions with two sign changes:

C_{c_u}C_a C_b W_c = C_a C_b C_{c_u}W_c = C_a C_b S_u W_c.

By the first-entry formula that bracket is (C_a C_b W_c)(u::L), which completes the induction.

**Elimination.** Expand the original sum in its first operator, then separate y:

W_c(x::y::L) = c(x,y)W_c(L) − (C_{c_x} C_{c_y} W_c)(L).

Now take a = c_x, b = c_y and t = 1/c(x,y). The changed table is d, so

W_d(L) = W_c(L) − (C_{c_x} C_{c_y} W_c)(L)/c(x,y).

Multiplication by c(x,y) gives the claim.

## Lists, contractions and the reduced table in Lean

Operators are labels of an arbitrary type `ι`, and a product is a finite list of labels. Contractions take values in a commutative ring `R`, or in a field `K` where a division occurs; real and complex numbers are both included.

```lean
import Mathlib

open Finset

namespace PfaffianElimination

noncomputable section

variable {ι R K : Type*} [CommRing R] [Field K]
```

The function `wick c` is W_c. `L.get j` is the entry L_j and `L.eraseIdx j` is the list without it. The recursion ends because each remaining list is shorter.

```lean
/-- The Wick sum of a list of operators with contractions `c`: the first operator is contracted
with each later one, with alternating sign, and the remaining list is treated in the same way. -/
def wick (c : ι → ι → R) : List ι → R
  | [] => 1
  | x :: L => ∑ j : Fin L.length,
      (-1) ^ (j : ℕ) * c x (L.get j) * wick c (L.eraseIdx j)
termination_by L => L.length
decreasing_by
  rw [List.length_eraseIdx, List.length_cons]
  split <;> omega
```

The name `contract` differs from textbook use: it denotes the operation C_a on a whole list, while a single contraction is the number `c u v`.

```lean
/-- Contraction of an outside operator with a list: each entry is removed in turn, with
alternating sign and weight `a`, and `f` is evaluated on the remaining list. -/
def contract (a : ι → R) (f : List ι → R) (L : List ι) : R :=
  ∑ j : Fin L.length, (-1) ^ (j : ℕ) * a (L.get j) * f (L.eraseIdx j)
```

The next definition is the changed table c', with the parameter `t` left free.

```lean
/-- The contractions `c` changed by `-t` times the antisymmetrised product of `a` and `b`. -/
def pairUpdate (c : ι → ι → R) (a b : ι → R) (t : R) (u v : ι) : R :=
  c u v - t * (a u * b v - a v * b u)
```

The table d is `schurStep c x y`. For an antisymmetric matrix of contractions it is the Schur complement of the 2×2 block belonging to x and y.

```lean
/-- The contractions left after eliminating the pair `x`, `y`, meant for `c x y ≠ 0`. For an
antisymmetric real or complex table `c` they form a Schur complement. -/
def schurStep (c : ι → ι → K) (x y u v : ι) : K :=
  c u v - (c x u * c y v - c x v * c y u) / c x y
```

## The algebra of contractions

An empty list offers nothing to contract with.

```lean
/-- Contraction with an empty list gives zero. -/
theorem contract_nil (a : ι → R) (f : List ι → R) : contract a f [] = 0 :=
  Fin.sum_univ_zero _
```

The first-entry formula follows by splitting off the term j = 0 with `Fin.sum_univ_succ`. The extra factor −1 in the later terms comes from their shifted positions.

```lean
/-- An outside operator is contracted either with the first entry of the list or, with a minus
sign, with one of the later entries. -/
theorem contract_cons (a : ι → R) (f : List ι → R) (u : ι) (L : List ι) :
    contract a f (u :: L) = a u * f L - contract a (fun M => f (u :: M)) L := by
  unfold contract
  rw [sub_eq_add_neg, ← Finset.sum_neg_distrib]
  refine (Fin.sum_univ_succ (n := L.length) _).trans ?_
  refine congrArg₂ (· + ·) ?_ ?_
  · simp
  · refine Finset.sum_congr rfl fun j _ => ?_
    change (-1 : R) ^ ((j : ℕ) + 1) * a (L.get j) * f (u :: L.eraseIdx j) = _
    ring
```

Linearity is stated with a hypothesis on shorter lists only. This is the form that the induction on length needs, where the function inside the contraction is known only for such lists.

```lean
/-- Contraction is linear in the function of the remaining list, and only the values of that
function on shorter lists matter. -/
theorem contract_linear {h f g : List ι → R} {r s : R} (a : ι → R) (L : List ι)
    (H : ∀ M : List ι, M.length < L.length → h M = r * f M + s * g M) :
    contract a h L = r * contract a f L + s * contract a g L := by
  unfold contract
  rw [Finset.mul_sum, Finset.mul_sum, ← Finset.sum_add_distrib]
  refine Finset.sum_congr rfl fun j _ => ?_
  have hj := j.isLt
  rw [H (L.eraseIdx j) (by rw [List.length_eraseIdx]; split <;> omega)]
  ring
```

Two uses of the first-entry formula, joined by linearity, give the three-term expression for a double contraction.

```lean
/-- In a double contraction the first entry of the list is taken by one of the two outside
operators, with opposite signs, or by neither. -/
theorem contract_contract_cons (a b : ι → R) (f : List ι → R) (u : ι) (L : List ι) :
    contract a (contract b f) (u :: L) = a u * contract b f L - b u * contract a f L
      + contract a (contract b (fun M => f (u :: M))) L := by
  have h : contract a (fun M => contract b f (u :: M)) L
      = b u * contract a f L + (-1) * contract a (contract b (fun M => f (u :: M))) L :=
    contract_linear a L fun M _ => by
      simp only [contract_cons]
      ring
  rw [contract_cons, h]
  ring
```

Both parts of the anticommutation result are inductions on the list. The function `f` is kept general because the induction hypothesis is applied to S_u f and not to f itself.

```lean
/-- Contractions with two outside operators anticommute, and contracting twice with the same
weights gives zero. -/
theorem contract_anticomm (a b : ι → R) (f : List ι → R) (L : List ι) :
    contract a (contract b f) L = -contract b (contract a f) L ∧
      contract a (contract a f) L = 0 := by
  constructor
  · induction L generalizing f with
    | nil => simp [contract_nil]
    | cons u L ih =>
      rw [contract_contract_cons, contract_contract_cons, ih]
      ring
  · induction L generalizing f with
    | nil => simp [contract_nil]
    | cons u L ih =>
      rw [contract_contract_cons, ih]
      ring
```

## The exact response to a changed table

The definition of the Wick sum is first rewritten as W_c(x::L) = (C_{c_x} W_c)(L).

```lean
/-- The Wick sum is the contraction of its first operator with the rest of the list. -/
theorem wick_cons (c : ι → ι → R) (x : ι) (L : List ι) :
    wick c (x :: L) = contract (c x) (wick c) L := by
  rw [wick, contract]
```

The induction runs over all shorter lists, since a contraction can remove any entry. In the proof, `h1` inserts the induction hypothesis and `h2` expands the weight c'_u. Then `h3` removes one of the second-order terms; the other goes by C_a C_a = 0 in the final rewriting. The step `h4` moves the contraction of `u` past the other two. What remains is an identity of polynomials, closed by `ring`.

```lean
/-- Changing the contractions by `-t` times an antisymmetrised product of `a` and `b` changes the
Wick sum by exactly `-t` times the double contraction with `a` and `b`. -/
theorem wick_pairUpdate (c : ι → ι → R) (a b : ι → R) (t : R) (L : List ι) :
    wick (pairUpdate c a b t) L = wick c L - t * contract a (contract b (wick c)) L := by
  induction hn : L.length using Nat.strong_induction_on generalizing L with
  | _ n ih =>
  cases L with
  | nil => rw [contract_nil, wick, wick]; ring
  | cons u L =>
    rw [List.length_cons] at hn
    -- the induction hypothesis on all shorter lists
    have h1 : contract (pairUpdate c a b t u) (wick (pairUpdate c a b t)) L
        = 1 * contract (pairUpdate c a b t u) (wick c) L
          + (-t) * contract (pairUpdate c a b t u) (contract a (contract b (wick c))) L :=
      contract_linear _ L fun M hM => by
        rw [ih M.length (by omega) M rfl]
        ring
    -- linearity in the weights of the first operator
    have h2 : ∀ f : List ι → R, contract (pairUpdate c a b t u) f L
        = contract (c u) f L - t * (a u * contract b f L - b u * contract a f L) := by
      intro f
      simp only [contract, pairUpdate, Finset.mul_sum, ← Finset.sum_sub_distrib]
      exact Finset.sum_congr rfl fun j _ => by ring
    -- the terms of second order in `t` vanish
    have h3 : contract b (contract a (contract b (wick c))) L = 0 := by
      rw [contract_linear (r := -1) (s := 0) (f := contract b (contract a (wick c)))
        (g := wick c) b L fun M _ => by rw [(contract_anticomm a b (wick c) M).1]; ring,
        (contract_anticomm b b _ L).2]
      ring
    -- the contraction of `u` moves past the other two
    have h4 : contract a (contract b (fun M => wick c (u :: M))) L
        = contract (c u) (contract a (contract b (wick c))) L := by
      have e : (fun M => wick c (u :: M)) = contract (c u) (wick c) :=
        funext fun M => wick_cons c u M
      rw [e, contract_linear (r := -1) (s := 0) (f := contract (c u) (contract b (wick c)))
        (g := wick c) a L fun M _ => by rw [(contract_anticomm b (c u) (wick c) M).1]; ring,
        (contract_anticomm a (c u) _ L).1]
      ring
    rw [wick_cons, h1, h2, h2, h3, (contract_anticomm a a _ L).2, wick_cons,
      contract_contract_cons, h4]
    ring
```

## The elimination step

The theorem holds for every table `c` over a field, all labels `x` and `y` and every list `L`, with `h : c x y ≠ 0` as its only hypothesis. For empty `L` it reduces to W_c([x,y]) = c(x,y). For odd length both sides are zero.

The proof identifies `schurStep` with `pairUpdate` at t = 1/c(x,y), applies the preceding theorem and expands the left-hand side. The hypothesis is used once, to cancel c(x,y) against its inverse.

```lean
/-- Pfaffian elimination step: if the contraction of the first two operators is nonzero, it factors
out of the Wick sum, and the other operators are left with the contractions `schurStep c x y`. -/
theorem wick_elimination (c : ι → ι → K) (x y : ι) (L : List ι) (h : c x y ≠ 0) :
    wick c (x :: y :: L) = c x y * wick (schurStep c x y) L := by
  have e : schurStep c x y = pairUpdate c (c x) (c y) (c x y)⁻¹ := by
    funext u v
    simp only [schurStep, pairUpdate]
    ring
  have e' : (fun M => wick c (y :: M)) = contract (c y) (wick c) :=
    funext fun M => wick_cons c y M
  rw [e, wick_pairUpdate, wick_cons, contract_cons, e', mul_sub, ← mul_assoc (c x y),
    mul_inv_cancel₀ h, one_mul]
```

One step separates this from an expectation value: Wick's theorem itself, which says that ⟨x y ···⟩ in the chosen state equals the sum W_c. Here the sum is the starting point. Given that theorem, the elimination applies to the operator products introduced at the start, in a Slater determinant or a BCS state. A field has no rounding, so nothing is said about the growth of errors in floating-point work when a pivot is small.

## Antisymmetry and zero pivots

The expectation values ⟨uv⟩ form an antisymmetric table only if the operators anticommute; for a and a† the two orders add up to 1. An antisymmetric table can still be used for any product. Label the operators by their positions, keep ⟨uv⟩ for u ahead of v, and define the other half by a change of sign, with zeros on the diagonal. The Wick sum of the product in its given order is unchanged, because it uses only the first half. A program then needs to store only that half and can recover the other by a change of sign, for instance when it reorders the labels between steps. This remains correct after an elimination because the reduced table is antisymmetric as well. Exchanging u and v reverses the sign of both parts of d(u,v). The theorem carries no pivot hypothesis because Lean assigns the value zero to division by zero; its use here is for nonzero pivots.

```lean
/-- If the contractions are antisymmetric, so are those left after an elimination step with
nonzero pivot. -/
theorem schurStep_antisymm (c : ι → ι → K) (hc : ∀ u v, c u v = -c v u) (x y u v : ι) :
    schurStep c x y u v = -schurStep c x y v u := by
  simp only [schurStep]
  rw [hc u v]
  ring
```

Now consider four operators, numbered 0 to 3, where only 0 with 2 and 1 with 3 have a nonzero contraction.

```lean
/-- An antisymmetric table for four operators in which only the pairs 0, 2 and 1, 3 contract. -/
def crossedPairs (i j : Fin 4) : ℚ :=
  !![0, 0, 1, 0; 0, 0, 0, 1; -1, 0, 0, 0; 0, -1, 0, 0] i j
```

The only surviving pairing is the crossed one, with a minus sign:

W_c([0,1,2,3]) = c(0,1)c(2,3) − c(0,2)c(1,3) + c(0,3)c(1,2) = −1.

The pivot c(0,1) is zero, so c(0,1)W_d([2,3]) would be zero for any table d whatsoever. With a zero pivot the factorisation can thus fail even for an antisymmetric table. For an antisymmetric table, an elimination program can handle this case by first reordering the operators, with the appropriate sign, so that the first one is followed by an operator with which it has a nonzero contraction. If there is no such operator, the Wick sum is zero. The reordering rule is a separate statement, not proved here.

In Lean, the value −1 is computed by unfolding the contractions one entry at a time.

```lean
/-- For the crossed pairs the first two operators have zero contraction, yet the Wick sum of all
four operators is `-1`. -/
theorem zero_pivot_crossedPairs :
    crossedPairs 0 1 = 0 ∧ wick crossedPairs [0, 1, 2, 3] = -1 := by
  have w0 : wick crossedPairs [] = 1 := by rw [wick]
  constructor
  · simp [crossedPairs]
  · simp only [wick_cons, contract_cons, contract_nil, w0]
    simp [crossedPairs]

end

end PfaffianElimination
```

```lean
#print axioms PfaffianElimination.wick_elimination
#print axioms PfaffianElimination.schurStep_antisymm
#print axioms PfaffianElimination.zero_pivot_crossedPairs
```

```
'PfaffianElimination.wick_elimination' depends on axioms: [propext, Classical.choice, Quot.sound]
'PfaffianElimination.schurStep_antisymm' depends on axioms: [propext, Classical.choice, Quot.sound]
'PfaffianElimination.zero_pivot_crossedPairs' depends on axioms: [propext, Classical.choice, Quot.sound]
```
